# Averaged over the quaternion group, a spin-1/2 loop and its reverse return half their incoherent intensity

Q: You represent a closed scattering loop by a single $2\times2$ matrix $W$, and the same loop run backwards by $W^\dagger$. Where has the rest of the scattering problem gone?

A: Into a common factor set to one. A spinor $x$ that travels round the loop comes back as $Wx$, where $W\in SU(2)$ is the accumulated spin rotation. Time-reversal symmetry, with spin-orbit coupling but no magnetic field, gives the reversed loop the same orbital amplitude and the inverse rotation $W^{-1}=W^\dagger$. That is an assumption of the model, built into its definitions and not derived from a Hamiltonian.

```lean
import Mathlib

open Matrix

namespace WeakAntilocalization

noncomputable section

local notation "SU2" => Matrix.specialUnitaryGroup (Fin 2) ℂ
```

Q: And what is being measured?

A: The returned intensity, with $\|x\|^2=|x_0|^2+|x_1|^2$. Spinors are functions `Fin 2 → ℂ`, so the indices are 0 and 1. Nothing requires $\|x\|=1$.

```lean
/-- The intensity of a two-component spinor: the sum of its squared moduli. -/
def intensity (x : Fin 2 → ℂ) : ℝ := ∑ i, Complex.normSq (x i)
```

If the two paths interfere, their amplitudes add before squaring, and the intensity is $\|(W+W^\dagger)x\|^2$. In Lean, `Wᴴ` is $W^\dagger$ and `*ᵥ` applies a matrix to a vector.

```lean
/-- The intensity when the amplitudes of a loop with spin rotation `W` and of the reversed
loop with spin rotation `Wᴴ` are added. -/
def coherentReturn (W : Matrix (Fin 2) (Fin 2) ℂ) (x : Fin 2 → ℂ) : ℝ :=
  intensity ((W + Wᴴ) *ᵥ x)
```

If they do not interfere, the intensities add, giving $\|Wx\|^2+\|W^\dagger x\|^2$.

```lean
/-- The intensity when the intensities of the loop and of the reversed loop are added. -/
def incoherentReturn (W : Matrix (Fin 2) (Fin 2) ℂ) (x : Fin 2 → ℂ) : ℝ :=
  intensity (W *ᵥ x) + intensity (Wᴴ *ᵥ x)
```

Q: One loop has one $W$. A disordered sample has many.

A: So take finitely many rotations $W_k$ with real weights $p_k$, and average the intensities; different loop pairs are thereby assumed not to interfere with one another. The condition on the ensemble is that it erases spin information completely:
$$\sum_k p_k\,W_kMW_k^\dagger=\frac{\operatorname{tr}M}{2}\,\mathbb 1\quad\text{for every } M.$$
Physically, this stands for loops long enough for spin-orbit scattering to randomise the spin.

```lean
/-- An ensemble of spin rotations `W k` with weights `p k` is depolarizing if its average
sends every spin matrix `M` to `tr M / 2` times the identity. -/
def Depolarizing {ι : Type*} [Fintype ι] (p : ι → ℝ)
    (W : ι → Matrix (Fin 2) (Fin 2) ℂ) : Prop :=
  ∀ M : Matrix (Fin 2) (Fin 2) ℂ,
    ∑ k, (p k : ℂ) • (W k * M * (W k)ᴴ) = (M.trace / 2) • (1 : Matrix (Fin 2) (Fin 2) ℂ)
```

Q: Is there a concrete ensemble like that?

A: Eight matrices suffice: $\pm\mathbb 1$, $\pm i\sigma_x$, $\pm i\sigma_y$ and $\pm i\sigma_z$, where the $\sigma_j$ are the Pauli matrices. They form the quaternion group, and the file lists them in that order.

```lean
/-- The eight quaternion-group matrices: plus and minus the identity and plus and minus
`i` times each Pauli matrix. -/
def quaternionUnit : Fin 8 → Matrix (Fin 2) (Fin 2) ℂ :=
  ![!![1, 0; 0, 1], !![-1, 0; 0, -1],
    !![0, Complex.I; Complex.I, 0], !![0, -Complex.I; -Complex.I, 0],
    !![0, 1; -1, 0], !![0, -1; 1, 0],
    !![Complex.I, 0; 0, -Complex.I], !![-Complex.I, 0; 0, Complex.I]]
```

Q: Before any averaging, why should $W+W^\dagger$ be simple?

A: Write
$$W=\begin{pmatrix}a&b\\c&d\end{pmatrix},\qquad \operatorname{adj}W=\begin{pmatrix}d&-b\\-c&a\end{pmatrix}.$$
Since $\det W=1$, we have $(\operatorname{adj}W)W=\mathbb 1$. Multiply on the right by $W^\dagger$ and use $WW^\dagger=\mathbb 1$: the result is $W^\dagger=\operatorname{adj}W$. The off-diagonal entries then cancel in the sum, and
$$W+W^\dagger=(a+d)\mathbb 1=(\operatorname{tr}W)\mathbb 1.$$
In the proof below, `hadj` is the identification with the adjugate, and the last lines compare the four entries.

```lean
/-- For a spin rotation in SU(2), the amplitudes of a loop and its reverse add up to the
trace times the identity. -/
theorem add_conjTranspose_eq_trace {W : Matrix (Fin 2) (Fin 2) ℂ} (hW : W ∈ SU2) :
    W + Wᴴ = W.trace • (1 : Matrix (Fin 2) (Fin 2) ℂ) := by
  obtain ⟨hU, hdet⟩ := Matrix.mem_specialUnitaryGroup_iff.1 hW
  have hu : W * Wᴴ = 1 := Matrix.mem_unitaryGroup_iff.1 hU
  -- unit determinant and unitarity identify the adjoint with the adjugate
  have hadj : Wᴴ = W.adjugate := by
    calc Wᴴ = W.adjugate * W * Wᴴ := by
          rw [Matrix.adjugate_mul, hdet, one_smul, one_mul]
      _ = W.adjugate := by rw [mul_assoc, hu, mul_one]
  rw [hadj, Matrix.adjugate_fin_two]
  ext i j
  fin_cases i <;> fin_cases j <;> simp [Matrix.trace_fin_two]
  ring
```

Q: So the returned spinor is always parallel to the incoming one?

A: Yes, unless the trace vanishes, in which case nothing returns. The coherent intensity follows at once:
$$\|(W+W^\dagger)x\|^2=\|(\operatorname{tr}W)x\|^2=|\operatorname{tr}W|^2\|x\|^2.$$
Lean writes $|z|^2$ as `Complex.normSq z`. The proof substitutes the trace identity, shows that each component is multiplied by the trace, and takes the common factor out of the sum.

```lean
/-- The coherent return intensity is the squared modulus of the trace of the spin rotation
times the incoming intensity. -/
theorem coherentReturn_eq {W : Matrix (Fin 2) (Fin 2) ℂ} (hW : W ∈ SU2) (x : Fin 2 → ℂ) :
    coherentReturn W x = Complex.normSq W.trace * intensity x := by
  unfold coherentReturn
  rw [add_conjTranspose_eq_trace hW]
  generalize W.trace = t
  have h : ∀ i, ((t • (1 : Matrix (Fin 2) (Fin 2) ℂ)) *ᵥ x) i = t * x i := by
    intro i
    fin_cases i <;> simp [Matrix.mulVec, dotProduct, Fin.sum_univ_two]
  simp only [intensity, h, Complex.normSq_mul, Finset.mul_sum]
```

Q: The incoherent part should need only unitarity.

A: It does. If $U^\dagger U=\mathbb 1$, then
$$\|Ux\|^2=(Ux)^\dagger(Ux)=x^\dagger U^\dagger Ux=\|x\|^2.$$
The step `key` rewrites the real intensity as the complex inner product $y^\dagger y$, after which the adjoint can be moved across.

```lean
/-- A matrix with `Uᴴ U = 1` preserves the intensity of a spinor. -/
theorem intensity_mulVec {U : Matrix (Fin 2) (Fin 2) ℂ} (hU : Uᴴ * U = 1)
    (x : Fin 2 → ℂ) : intensity (U *ᵥ x) = intensity x := by
  have key : ∀ y : Fin 2 → ℂ, ((intensity y : ℝ) : ℂ) = star y ⬝ᵥ y := by
    intro y
    simp only [intensity, dotProduct, Complex.ofReal_sum]
    exact Finset.sum_congr rfl fun i _ =>
      (Complex.mul_conj (y i)).symm.trans (mul_comm _ _)
  apply Complex.ofReal_injective
  rw [key, key, Matrix.star_mulVec, ← Matrix.dotProduct_mulVec, Matrix.mulVec_mulVec, hU,
    Matrix.one_mulVec]
```

Apply this once with $U=W$ and once with $U=W^\dagger$. Each path contributes $\|x\|^2$, so the incoherent return is $2\|x\|^2$ for every single $W$, with no average needed.

```lean
/-- For a spin rotation in SU(2), the incoherent return intensity is twice the incoming intensity.
-/
theorem incoherentReturn_eq {W : Matrix (Fin 2) (Fin 2) ℂ} (hW : W ∈ SU2)
    (x : Fin 2 → ℂ) : incoherentReturn W x = 2 * intensity x := by
  have hu : W * Wᴴ = 1 :=
    Matrix.mem_unitaryGroup_iff.1 (Matrix.mem_specialUnitaryGroup_iff.1 hW).1
  have hu' : Wᴴ * W = 1 := mul_eq_one_comm.1 hu
  unfold incoherentReturn
  rw [intensity_mulVec hu', intensity_mulVec (by rwa [Matrix.conjTranspose_conjTranspose])]
  ring
```

Q: Then interference is the difference between the two. Can I read its sign from the rotation?

A: Yes, from the trace of $W^2$. Because $d=\bar a$, the trace $a+\bar a$ is real. Also
$$\operatorname{tr}W^2=a^2+2bc+d^2=(a+d)^2-2(ad-bc)=(\operatorname{tr}W)^2-2.$$
Hence
$$\|(W+W^\dagger)x\|^2-2\|x\|^2=\big(|\operatorname{tr}W|^2-2\big)\|x\|^2=\operatorname{Re}\operatorname{tr}(W^2)\,\|x\|^2.$$
In Lean, `him` records that the trace is real and `hsq` is the determinant identity. An individual loop may interfere constructively or destructively.

```lean
/-- For a spin rotation `W` in SU(2), the interference between a loop and its reverse contributes
the real part of `tr W²` times the incoming intensity. -/
theorem interference_eq {W : Matrix (Fin 2) (Fin 2) ℂ} (hW : W ∈ SU2) (x : Fin 2 → ℂ) :
    coherentReturn W x - incoherentReturn W x = (W * W).trace.re * intensity x := by
  have hdet := (Matrix.mem_specialUnitaryGroup_iff.1 hW).2
  -- the trace of an SU(2) matrix is real
  have h0 : W 0 0 + star (W 0 0) = W.trace := by
    simpa using congrFun (congrFun (add_conjTranspose_eq_trace hW) 0) 0
  have him : W.trace.im = 0 := by
    rw [← h0]
    simp
  have hsq : (W * W).trace = W.trace ^ 2 - 2 := by
    rw [Matrix.det_fin_two] at hdet
    simp only [Matrix.trace_fin_two, Matrix.mul_apply, Fin.sum_univ_two]
    linear_combination (-2) * hdet
  have hn : Complex.normSq W.trace = (W.trace ^ 2 - 2).re + 2 := by
    simp [Complex.normSq_apply, pow_two, him]
  rw [coherentReturn_eq hW, incoherentReturn_eq hW, hsq, hn]
  ring
```

Q: How does depolarization fix the average of $|\operatorname{tr}W|^2$? Your condition concerns matrices $W_kMW_k^\dagger$, not traces.

A: Choose $M$ well. Let $E_{ij}$ have a one in row $i$, column $j$, and zeros elsewhere. The $(i,j)$ entry of $W_kE_{ij}W_k^\dagger$ is $(W_k)_{ii}\overline{(W_k)_{jj}}$, so depolarization gives
$$\sum_k p_k\,(W_k)_{ii}\overline{(W_k)_{jj}}=\frac{\delta_{ij}}2.$$
Summing over $i$ and $j$ turns the left side into the mean squared trace:
$$\sum_k p_k|\operatorname{tr}W_k|^2=\tfrac12+0+0+\tfrac12=1.$$
The mean coherent return is therefore $\|x\|^2$. Taking $M=\mathbb 1$ gives $\sum_kp_k=1$, so the mean incoherent return is $2\|x\|^2$.

Q: You never assumed that the weights were probabilities?

A: Their sum comes out of the depolarization condition, and their signs play no part. In the proof, `hp` is the normalisation, `h00` to `h11` are the four matrix-unit tests, and `ht` assembles them into the mean squared trace. The final lines factor out $\|x\|^2$.

```lean
/-- For a depolarizing ensemble of SU(2) rotations the mean coherent return is the incoming
intensity, while the mean incoherent return is twice that. -/
theorem weak_antilocalization {ι : Type*} [Fintype ι] {p : ι → ℝ}
    {W : ι → Matrix (Fin 2) (Fin 2) ℂ} (hW : ∀ k, W k ∈ SU2) (h : Depolarizing p W)
    (x : Fin 2 → ℂ) :
    ∑ k, p k * coherentReturn (W k) x = intensity x ∧
      ∑ k, p k * incoherentReturn (W k) x = 2 * intensity x := by
  -- the identity matrix as test matrix: the weights sum to one
  have hp : ∑ k, p k = 1 := by
    have hu : ∀ k, W k * (W k)ᴴ = 1 := fun k =>
      Matrix.mem_unitaryGroup_iff.1 (Matrix.mem_specialUnitaryGroup_iff.1 (hW k)).1
    have h1 := congrFun (congrFun (h 1) 0) 0
    simp [Matrix.sum_apply, hu] at h1
    exact_mod_cast h1
  -- the four matrix units as test matrices: the mean squared trace is one
  have h00 : ∑ k, (p k : ℂ) * (W k 0 0 * starRingEnd ℂ (W k 0 0)) = 1 / 2 := by
    simpa [Matrix.sum_apply, Matrix.mul_apply, Fin.sum_univ_two, Matrix.trace_fin_two]
      using congrFun (congrFun (h !![1, 0; 0, 0]) 0) 0
  have h01 : ∑ k, (p k : ℂ) * (W k 0 0 * starRingEnd ℂ (W k 1 1)) = 0 := by
    simpa [Matrix.sum_apply, Matrix.mul_apply, Fin.sum_univ_two, Matrix.trace_fin_two]
      using congrFun (congrFun (h !![0, 1; 0, 0]) 0) 1
  have h10 : ∑ k, (p k : ℂ) * (W k 1 1 * starRingEnd ℂ (W k 0 0)) = 0 := by
    simpa [Matrix.sum_apply, Matrix.mul_apply, Fin.sum_univ_two, Matrix.trace_fin_two]
      using congrFun (congrFun (h !![0, 0; 1, 0]) 1) 0
  have h11 : ∑ k, (p k : ℂ) * (W k 1 1 * starRingEnd ℂ (W k 1 1)) = 1 / 2 := by
    simpa [Matrix.sum_apply, Matrix.mul_apply, Fin.sum_univ_two, Matrix.trace_fin_two]
      using congrFun (congrFun (h !![0, 0; 0, 1]) 1) 1
  have ht : ∑ k, p k * Complex.normSq (W k).trace = 1 := by
    apply Complex.ofReal_injective
    have hs : ((∑ k, p k * Complex.normSq (W k).trace : ℝ) : ℂ) =
        (∑ k, (p k : ℂ) * (W k 0 0 * starRingEnd ℂ (W k 0 0))) +
        (∑ k, (p k : ℂ) * (W k 0 0 * starRingEnd ℂ (W k 1 1))) +
        (∑ k, (p k : ℂ) * (W k 1 1 * starRingEnd ℂ (W k 0 0))) +
        (∑ k, (p k : ℂ) * (W k 1 1 * starRingEnd ℂ (W k 1 1))) := by
      rw [← Finset.sum_add_distrib, ← Finset.sum_add_distrib,
        ← Finset.sum_add_distrib, Complex.ofReal_sum]
      refine Finset.sum_congr rfl fun k _ => ?_
      rw [Complex.ofReal_mul, ← Complex.mul_conj, Matrix.trace_fin_two, map_add]
      ring
    rw [hs, h00, h01, h10, h11]
    norm_num
  constructor
  · simp only [coherentReturn_eq (hW _), ← mul_assoc]
    rw [← Finset.sum_mul, ht, one_mul]
  · simp only [incoherentReturn_eq (hW _)]
    rw [← Finset.sum_mul, hp, one_mul]
```

Q: That theorem would be empty if no ensemble satisfied its hypothesis. Do your eight matrices really depolarize?

A: Expand $M=m_0\mathbb 1+\sum_j m_j\sigma_j$, with $m_0=\operatorname{tr}M/2$. The two signs of each quaternion matrix act identically under conjugation, so the average is
$$\tfrac14\big(M+\sigma_xM\sigma_x+\sigma_yM\sigma_y+\sigma_zM\sigma_z\big).$$
Conjugation by $\mathbb 1$ or $\sigma_j$ leaves $\sigma_j$ alone, while conjugation by either of the other two Pauli matrices reverses its sign. The four contributions cancel, and only $m_0\mathbb 1$ survives. Lean reaches the same conclusion by entries: it checks unitarity and determinant for each of the eight matrices, then expands the averaged matrix with `key` and simplifies its four entries.

```lean
/-- The eight quaternion-group matrices lie in SU(2) and, with equal weights, form a
depolarizing ensemble. -/
theorem quaternionUnit_witness :
    (∀ k, quaternionUnit k ∈ SU2) ∧ Depolarizing (fun _ => 1 / 8) quaternionUnit := by
  constructor
  · intro k
    rw [Matrix.mem_specialUnitaryGroup_iff, Matrix.mem_unitaryGroup_iff]
    constructor
    · fin_cases k <;> ext i j <;> fin_cases i <;> fin_cases j <;>
        simp [quaternionUnit, Matrix.star_eq_conjTranspose, Matrix.mul_apply,
          Fin.sum_univ_two]
    · fin_cases k <;> simp [quaternionUnit, Matrix.det_fin_two]
  · intro M
    -- entries of a conjugated spin matrix
    have key : ∀ (A : Matrix (Fin 2) (Fin 2) ℂ) (i j : Fin 2), (A * M * Aᴴ) i j =
        (A i 0 * M 0 0 + A i 1 * M 1 0) * star (A j 0) +
          (A i 0 * M 0 1 + A i 1 * M 1 1) * star (A j 1) := by
      intro A i j
      simp only [Matrix.mul_apply, Fin.sum_univ_two, Matrix.conjTranspose_apply]
    ext i j
    simp only [Matrix.sum_apply, Matrix.smul_apply, key, Fin.sum_univ_eight]
    fin_cases i <;> fin_cases j <;>
      simp [quaternionUnit, Matrix.trace_fin_two] <;>
      ring_nf <;> (try simp only [Complex.I_sq]) <;> (try ring)
```

Q: Then the quaternion result is just a substitution.

A: It is. The general theorem supplies the means $\|x\|^2$ and $2\|x\|^2$, and the statement compares them. You can also see the first value from the traces: two of the eight are $\pm2$ and six are zero, so the mean squared trace is $(4+4)/8=1$.

```lean
/-- Averaged over the eight quaternion-group matrices, the coherent return is half the
incoherent return. -/
theorem quaternion_average (x : Fin 2 → ℂ) :
    ∑ k, (1 / 8 : ℝ) * coherentReturn (quaternionUnit k) x =
      1 / 2 * ∑ k, (1 / 8 : ℝ) * incoherentReturn (quaternionUnit k) x := by
  obtain ⟨h1, h2⟩ :=
    weak_antilocalization quaternionUnit_witness.1 quaternionUnit_witness.2 x
  rw [h1, h2]
  ring
```

Q: And if the spin does not rotate at all?

A: Then $W=\mathbb 1$ and $\operatorname{tr}W=2$. The coherent return is $4\|x\|^2$, against an incoherent $2\|x\|^2$. This is the familiar doubling of backscattering, and the proof only evaluates the trace.

```lean
/-- Without spin rotation the coherent return is twice the incoherent return. -/
theorem weak_localization (x : Fin 2 → ℂ) :
    coherentReturn 1 x = 2 * incoherentReturn 1 x := by
  have h : Complex.normSq (1 : Matrix (Fin 2) (Fin 2) ℂ).trace = 4 := by
    norm_num [Matrix.trace_fin_two, Complex.normSq_apply]
  rw [coherentReturn_eq (one_mem _), incoherentReturn_eq (one_mem _), h]
  ring

end

end WeakAntilocalization
```

Q: Have you then established weak antilocalization as it is seen in a metal film?

A: No. That is a correction to the conductance, and it calls for a sum over diffusive paths, with phase coherence lost over time and perhaps a magnetic field. What is established here is the spin factor in the return intensity. Within this non-interacting model of loop pairs with a finite ensemble of rotations, it shows why strong spin-orbit scattering reverses the sign of the interference term: from $+2\|x\|^2$ without rotation to $-\|x\|^2$ after complete depolarization.

Q: What lies between those two cases?

A: One example uses rotations about a single axis. Take $\pm\mathbb 1$ and $\pm i\sigma_z$ with equal weights. Their squared traces are $4,4,0,0$, with mean 2, so the mean coherent return is $2\|x\|^2$, equal to the incoherent one. The interference averages to zero. This ensemble does not depolarize, since it leaves $\sigma_z$ unchanged; the example rests on the trace formula in `coherentReturn_eq` and is not itself a theorem of the file.

```lean
#print axioms WeakAntilocalization.interference_eq
-- 'WeakAntilocalization.interference_eq' depends on axioms: [propext, Classical.choice, Quot.sound]
#print axioms WeakAntilocalization.quaternion_average
-- 'WeakAntilocalization.quaternion_average' depends on axioms: [propext, Classical.choice, Quot.sound]
#print axioms WeakAntilocalization.weak_localization
-- 'WeakAntilocalization.weak_localization' depends on axioms: [propext, Classical.choice, Quot.sound]
```
